# Fermionic ladder operators of one spin commute with orbital-rotation generators of the other

An electron mode is labelled by an orbital and one of two spins, and its annihilators `a` and creators `c` are elements of a ring that obey the canonical anticommutation relations. The set of orbitals may be infinite, and `c` is not assumed to be the adjoint of `a`. The lemma says that, for different spins `s` and `t`, both `a (r, s)` and `c (r, s)` commute with the generator `c (p, t) * a (q, t) - c (q, t) * a (p, t)`, which rotates orbitals `p` and `q` for spin `t` alone. The proof first shows, in `key`, that an element which anticommutes with two factors commutes with their product. It then applies this to each of the two products in the generator and takes the difference with `Commute.sub_right`.

The failing Lean file:

```lean
import Mathlib

namespace SpinAdaptedRotation

noncomputable section

/-- The canonical anticommutation relations for annihilators `a` and creators `c`. -/
structure CAR {m A : Type*} [DecidableEq m] [Ring A] (a c : m → A) : Prop where
  aa : ∀ i j, a i * a j + a j * a i = 0
  cc : ∀ i j, c i * c j + c j * c i = 0
  ac : ∀ i j, a i * c j + c j * a i = if i = j then 1 else 0

variable {O A : Type*}

/-- The rotation generator of the electrons with one fixed spin `s`. -/
def spinGenerator [Ring A] (a c : O × Bool → A) (p q : O) (s : Bool) : A :=
  c (p, s) * a (q, s) - c (q, s) * a (p, s)

/-- Annihilators and creators of one spin commute with the generator of the other spin. -/
theorem ladder_commute [DecidableEq O] [Ring A] {a c : O × Bool → A} (h : CAR a c)
    {s t : Bool} (hst : s ≠ t) (r p q : O) :
    Commute (a (r, s)) (spinGenerator a c p q t) ∧
      Commute (c (r, s)) (spinGenerator a c p q t) := by
  have key : ∀ e f g : A, e * f + f * e = 0 → e * g + g * e = 0 → Commute e (f * g) := by
    intro e f g h1 h2
    show e * (f * g) = f * g * e
    linear_combination (norm := noncomm_ring) h1 * g - f * h2
  have hne : ∀ r r' : O, (r, s) ≠ (r', t) := fun _ _ e => hst (congrArg Prod.snd e)
  have h1 : ∀ r', a (r, s) * c (r', t) + c (r', t) * a (r, s) = 0 := fun r' =>
    (h.ac _ _).trans (if_neg (hne r r'))
  have h2 : ∀ r', c (r, s) * a (r', t) + a (r', t) * c (r, s) = 0 := fun r' =>
    (add_comm _ _).trans ((h.ac _ _).trans (if_neg (hne r r').symm))
  exact ⟨(key _ _ _ (h1 p) (h.aa _ _)).sub_right (key _ _ _ (h1 q) (h.aa _ _)),
    (key _ _ _ (h.cc _ _) (h2 p)).sub_right (key _ _ _ (h.cc _ _) (h2 q))⟩

end

end SpinAdaptedRotation
```

Lean reports:

```
Main.lean:34:4: error: Application type mismatch: The argument
  Commute.sub_right (key (c (r, s)) (c ?m.277) (a (p, t)) (h.cc (r, s) ?m.277) (h2 p))
    (key (c (r, s)) (c ?m.293) (a (q, t)) (h.cc (r, s) ?m.293) (h2 q))
has type
  Commute (c (r, s)) (c ?m.277 * a (p, t) - c ?m.293 * a (q, t))
but is expected to have type
  Commute (c (r, s)) (spinGenerator a c p q t)
in the application
  ⟨Commute.sub_right (key (a (r, s)) (c (p, t)) (a (q, t)) (h1 p) (h.aa (r, s) (q, t)))
      (key (a (r, s)) (c (q, t)) (a (p, t)) (h1 q) (h.aa (r, s) (p, t))),
    Commute.sub_right (key (c (r, s)) (c ?m.277) (a (p, t)) (h.cc (r, s) ?m.277) (h2 p))
      (key (c (r, s)) (c ?m.293) (a (q, t)) (h.cc (r, s) ?m.293) (h2 q))⟩
```

The error is in the second half of the final pair, the claim about the creator `c (r, s)`. In `key`, the last argument determines the second factor of the product. The attempt gives `h2 p` for the first product and `h2 q` for the second, so the annihilators come out as `a (p, t)` and then `a (q, t)`. In `spinGenerator a c p q t` they stand in the opposite order. The creators were left as placeholders, shown as `?m.277` and `?m.293`, but no choice of them can make the annihilators match, since `p` and `q` are arbitrary orbitals.

The repair exchanges `h2 p` and `h2 q`, which puts the annihilators in the right order. It also names the creators' indices, `(p, t)` and `(q, t)`, in the uses of `h.cc`. This makes the two products explicit but isn't what cures the mismatch. In the first half of the pair, Lean had filled in similar placeholders in `h.aa` by itself.

After these edits no error is left:

```diff
@@ -32,5 +32,5 @@
     (add_comm _ _).trans ((h.ac _ _).trans (if_neg (hne r r').symm))
   exact ⟨(key _ _ _ (h1 p) (h.aa _ _)).sub_right (key _ _ _ (h1 q) (h.aa _ _)),
-    (key _ _ _ (h.cc _ _) (h2 p)).sub_right (key _ _ _ (h.cc _ _) (h2 q))⟩
+    (key _ _ _ (h.cc _ (p, t)) (h2 q)).sub_right (key _ _ _ (h.cc _ (q, t)) (h2 p))⟩
 
 end
```
